# Gap and spectral width bound the commutator norm of a tangent density-matrix error

## Does a small commutator mean a small error in the density matrix?

I compute one-particle density matrices for a fixed Hamiltonian matrix $H$ in a finite orthonormal basis. The exact density matrix $P$ is the projector on a set of occupied eigenvectors of $H$, and my code holds an approximation $P + D$ with an unknown error $D$. I can evaluate the commutator $H(P+D) - (P+D)H$, which vanishes at $D = 0$, and I use its Frobenius norm as a convergence measure.

My understanding is that for errors that preserve idempotency to first order, meaning $PD + DP = D$, this norm is equivalent to the norm of the error. It should be at least $g\|D\|$ and at most $w\|D\|$, where $g$ is the energy gap between occupied and virtual orbitals and $w$ is the width of the spectrum. I would like to see this derived step by step with all assumptions visible and then checked in Lean, and I would like to know what happens when the error is not of this type.

## The two bounds in the eigenbasis

The claim holds for errors that satisfy $PD + DP = D$ exactly. Work in a common eigenbasis, with orbitals labelled by $i, j$ from a finite set, so that $H = \mathrm{diag}(e)$ with real orbital energies $e_i$ and $P = \mathrm{diag}(p)$ with occupations $p_i \in \{0, 1\}$. The Frobenius norm of a complex matrix $A$ is $\|A\| = \big(\sum_{i,j} |A_{ij}|^2\big)^{1/2}$, and $[H,D] = HD - DH$.

Since $H$ and $P$ are both diagonal they commute, so your residual is $[H, P+D] = [H, D]$. Idempotency of $P + D$ reads $P + PD + DP + D^2 = P + D$, that is $PD + DP + D^2 = D$, and neglecting $D^2$ gives $PD + DP = D$. Call such a $D$ tangent.

The first step is the entries of the commutator. Multiplying by a diagonal matrix from the left scales rows and from the right scales columns, so $(HD)_{ij} = e_i D_{ij}$, $(DH)_{ij} = D_{ij} e_j$ and
$$[H,D]_{ij} = (e_i - e_j)\, D_{ij}.$$

The second step is the content of tangency. In the same way $(PD + DP)_{ij} = (p_i + p_j) D_{ij}$, so the condition is $(p_i + p_j) D_{ij} = D_{ij}$ for all $i, j$. For two virtual orbitals this is $0 = D_{ij}$. For two occupied orbitals it is $2D_{ij} = D_{ij}$, again $D_{ij} = 0$. For one of each, $p_i + p_j = 1$ and there is no constraint. A tangent $D$ therefore has only occupied–virtual and virtual–occupied entries, and every matrix of that form is tangent.

The third step compares entries. Assume $|e_i - e_j| \ge g \ge 0$ whenever $p_i \ne p_j$, which says that no occupied level lies closer than $g$ to a virtual one, and $|e_i - e_j| \le w$ for all pairs, which says that the spectrum fits in an interval of length $w$. For $p_i \neq p_j$,
$$g\,|D_{ij}| \le |e_i - e_j|\,|D_{ij}| = |[H,D]_{ij}| \le w\,|D_{ij}|,$$
and for $p_i = p_j$ all these quantities are zero. All terms are nonnegative, so squaring keeps the order. Summing over $i, j$ gives $g^2\|D\|^2 \le \|[H,D]\|^2 \le w^2 \|D\|^2$, and the square root gives
$$g\,\|D\| \le \|[H,D]\| \le w\,\|D\|.$$
For $g > 0$ the left inequality is the error estimate $\|D\| \le \|[H,D]\|/g$. For a fixed one-particle Hamiltonian in a finite basis, the commutator norm divided by the gap thus bounds an error made of occupied–virtual entries, and the guarantee weakens as the gap closes.

## The Lean file

```lean
import Mathlib

open Matrix

namespace CommutatorErrorEstimator

noncomputable section

variable {n : Type*} [Fintype n] [DecidableEq n]

/-- Frobenius norm of a complex square matrix. -/
def frob (A : Matrix n n ℂ) : ℝ := Real.sqrt (∑ i, ∑ j, ‖A i j‖ ^ 2)

/-- The diagonal matrix with real entries `v`, used for the Hamiltonian (orbital energies)
and for the density matrix (occupations) in the eigenbasis. -/
def diagR (v : n → ℝ) : Matrix n n ℂ := diagonal fun i => (v i : ℂ)

/-- The commutator `HD - DH`. -/
def comm (H D : Matrix n n ℂ) : Matrix n n ℂ := H * D - D * H

/-- The linearised idempotency condition `PD + DP = D` on a variation `D` of `P`. -/
def IsTangent (P D : Matrix n n ℂ) : Prop := P * D + D * P = D

/-- The commutator with a diagonal Hamiltonian multiplies each entry by an energy difference. -/
theorem comm_diagR_apply (e : n → ℝ) (D : Matrix n n ℂ) (i j : n) :
    comm (diagR e) D i j = ((e i - e j : ℝ) : ℂ) * D i j := by
  simp only [comm, diagR, Matrix.sub_apply, Matrix.diagonal_mul, Matrix.mul_diagonal]
  push_cast
  ring

/-- For occupations in `{0, 1}`, `PD + DP = D` holds exactly when the entries of `D` between
orbitals of equal occupation vanish. -/
theorem isTangent_iff (p : n → ℝ) (hp : ∀ i, p i = 0 ∨ p i = 1) (D : Matrix n n ℂ) :
    IsTangent (diagR p) D ↔ ∀ i j, p i = p j → D i j = 0 := by
  have key : ∀ i j, (diagR p * D + D * diagR p) i j = ((p i : ℂ) + p j) * D i j := by
    intro i j
    simp only [diagR, Matrix.add_apply, Matrix.diagonal_mul, Matrix.mul_diagonal]
    ring
  constructor
  · intro h i j hij
    have h1 : ((p i : ℂ) + p j) * D i j = D i j := by
      rw [← key]
      exact congrFun (congrFun h i) j
    -- equal occupations give `0 = D i j` or `2 D i j = D i j`
    rw [← hij] at h1
    rcases hp i with h0 | h0
    · rw [h0] at h1
      push_cast at h1
      linear_combination -h1
    · rw [h0] at h1
      push_cast at h1
      linear_combination h1
  · intro h
    unfold IsTangent
    ext i j
    rw [key]
    by_cases hij : p i = p j
    · rw [h i j hij, mul_zero]
    · rcases hp i with h0 | h0 <;> rcases hp j with h1 | h1
      · exact absurd (h0.trans h1.symm) hij
      · simp [h0, h1]
      · simp [h0, h1]
      · exact absurd (h0.trans h1.symm) hij

omit [DecidableEq n] in
/-- An entrywise bound `a |A i j| ≤ b |B i j|` with nonnegative weights carries over to
the Frobenius norms. -/
theorem frob_le_of_entries (A B : Matrix n n ℂ) (a b : ℝ) (ha : 0 ≤ a) (hb : 0 ≤ b)
    (h : ∀ i j, a * ‖A i j‖ ≤ b * ‖B i j‖) : a * frob A ≤ b * frob B := by
  have scale : ∀ (c : ℝ) (M : Matrix n n ℂ), 0 ≤ c →
      c * frob M = Real.sqrt (∑ i, ∑ j, (c * ‖M i j‖) ^ 2) := by
    intro c M hc
    have hs : ∑ i, ∑ j, (c * ‖M i j‖) ^ 2 = c ^ 2 * ∑ i, ∑ j, ‖M i j‖ ^ 2 := by
      simp only [mul_pow, Finset.mul_sum]
    rw [hs, Real.sqrt_mul (sq_nonneg c), Real.sqrt_sq hc, frob]
  rw [scale a A ha, scale b B hb]
  apply Real.sqrt_le_sqrt
  refine Finset.sum_le_sum fun i _ => Finset.sum_le_sum fun j _ => ?_
  exact pow_le_pow_left₀ (mul_nonneg ha (norm_nonneg _)) (h i j) 2

/-- Lower bound: for occupations in `{0, 1}`, if orbitals of different occupation are at least `g ≥
0` apart in energy and `PD + DP = D`, then `g ‖D‖ ≤ ‖HD - DH‖`. -/
theorem gap_mul_frob_le (e p : n → ℝ) (hp : ∀ i, p i = 0 ∨ p i = 1) (g : ℝ) (hg : 0 ≤ g)
    (hgap : ∀ i j, p i ≠ p j → g ≤ |e i - e j|) (D : Matrix n n ℂ)
    (hD : IsTangent (diagR p) D) : g * frob D ≤ frob (comm (diagR e) D) := by
  have h := frob_le_of_entries D (comm (diagR e) D) g 1 hg zero_le_one (by
    intro i j
    rw [one_mul, comm_diagR_apply, norm_mul, Complex.norm_real, Real.norm_eq_abs]
    by_cases hij : p i = p j
    · -- same occupation: the entry of `D` vanishes
      rw [(isTangent_iff p hp D).1 hD i j hij]
      simp
    · exact mul_le_mul_of_nonneg_right (hgap i j hij) (norm_nonneg _))
  rwa [one_mul] at h

/-- Upper bound: for occupations in `{0, 1}`, if orbitals of different occupation are at most `w ≥
0` apart in energy and `PD + DP = D`, then `‖HD - DH‖ ≤ w ‖D‖`. -/
theorem frob_comm_le (e p : n → ℝ) (hp : ∀ i, p i = 0 ∨ p i = 1) (w : ℝ) (hw : 0 ≤ w)
    (hwid : ∀ i j, p i ≠ p j → |e i - e j| ≤ w) (D : Matrix n n ℂ)
    (hD : IsTangent (diagR p) D) : frob (comm (diagR e) D) ≤ w * frob D := by
  have h := frob_le_of_entries (comm (diagR e) D) D 1 w zero_le_one hw (by
    intro i j
    rw [one_mul, comm_diagR_apply, norm_mul, Complex.norm_real, Real.norm_eq_abs]
    by_cases hij : p i = p j
    · rw [(isTangent_iff p hp D).1 hD i j hij]
      simp
    · exact mul_le_mul_of_nonneg_right (hwid i j hij) (norm_nonneg _))
  rwa [one_mul] at h

/-- For occupations in `{0, 1}`, with gap `g ≥ 0` between orbitals of different occupation and all
energy differences at most `w`, every `D` with `PD + DP = D` satisfies `g ‖D‖ ≤ ‖HD - DH‖ ≤ w ‖D‖`.
-/
theorem commutator_error_bounds (e p : n → ℝ) (hp : ∀ i, p i = 0 ∨ p i = 1) (g w : ℝ)
    (hg : 0 ≤ g) (hgap : ∀ i j, p i ≠ p j → g ≤ |e i - e j|)
    (hwid : ∀ i j, |e i - e j| ≤ w) (D : Matrix n n ℂ) (hD : IsTangent (diagR p) D) :
    g * frob D ≤ frob (comm (diagR e) D) ∧ frob (comm (diagR e) D) ≤ w * frob D := by
  refine ⟨gap_mul_frob_le e p hp g hg hgap D hD, ?_⟩
  rcases isEmpty_or_nonempty n with hn | ⟨⟨i⟩⟩
  · simp [frob]
  · exact frob_comm_le e p hp w ((abs_nonneg _).trans (hwid i i)) (fun i j _ => hwid i j) D hD

/-- For occupations in `{0, 1}` and orbitals of different occupation at least `g > 0` apart in
energy, a variation with `PD + DP = D` obeys `‖D‖ ≤ ‖HD - DH‖ / g`. -/
theorem frob_le_comm_div_gap (e p : n → ℝ) (hp : ∀ i, p i = 0 ∨ p i = 1) (g : ℝ) (hg : 0 < g)
    (hgap : ∀ i j, p i ≠ p j → g ≤ |e i - e j|) (D : Matrix n n ℂ)
    (hD : IsTangent (diagR p) D) : frob D ≤ frob (comm (diagR e) D) / g := by
  rw [le_div_iff₀ hg, mul_comm]
  exact gap_mul_frob_le e p hp g hg.le hgap D hD

/-- Two levels with energies `0, g`, where `g ≥ 0`, and occupations `1, 0`: the nonzero matrix `D =
!![0, 1; 1, 0]` satisfies `PD + DP = D` and `‖HD - DH‖ = g ‖D‖`. -/
theorem two_level_witness (g : ℝ) (hg : 0 ≤ g) :
    (!![0, 1; 1, 0] : Matrix (Fin 2) (Fin 2) ℂ) ≠ 0 ∧
    IsTangent (diagR ![1, 0]) !![0, 1; 1, 0] ∧
    frob (comm (diagR ![0, g]) !![0, 1; 1, 0]) = g * frob !![0, 1; 1, 0] := by
  have hp : ∀ i : Fin 2, (![1, 0] : Fin 2 → ℝ) i = 0 ∨ (![1, 0] : Fin 2 → ℝ) i = 1 := by
    intro i
    fin_cases i <;> simp
  have hD : IsTangent (diagR ![1, 0]) !![0, 1; 1, 0] := by
    rw [isTangent_iff _ hp]
    intro i j
    fin_cases i <;> fin_cases j <;> simp
  have hE : ∀ i j : Fin 2, (![1, 0] : Fin 2 → ℝ) i ≠ (![1, 0] : Fin 2 → ℝ) j →
      |(![0, g] : Fin 2 → ℝ) i - (![0, g] : Fin 2 → ℝ) j| = g := by
    intro i j
    fin_cases i <;> fin_cases j <;> simp [abs_of_nonneg hg]
  refine ⟨?_, hD, le_antisymm ?_ ?_⟩
  · intro h
    have h01 := congrFun (congrFun h 0) 1
    simp at h01
  · -- gap and width coincide, so the two bounds meet
    exact frob_comm_le _ _ hp g hg (fun i j h => (hE i j h).le) _ hD
  · exact gap_mul_frob_le _ _ hp g hg (fun i j h => (hE i j h).ge) _ hD

/-- For two levels with energies `0, g` and `g > 0`, the identity matrix `D = 1` violates
`PD + DP = D` for occupations `1, 0` and has `‖HD - DH‖ < g ‖D‖`. -/
theorem lower_bound_fails_for_identity (g : ℝ) (hg : 0 < g) :
    ¬ IsTangent (diagR ![1, 0]) (1 : Matrix (Fin 2) (Fin 2) ℂ) ∧
    frob (comm (diagR ![0, g]) 1) < g * frob (1 : Matrix (Fin 2) (Fin 2) ℂ) := by
  constructor
  · have hp : ∀ i : Fin 2, (![1, 0] : Fin 2 → ℝ) i = 0 ∨ (![1, 0] : Fin 2 → ℝ) i = 1 := by
      intro i
      fin_cases i <;> simp
    rw [isTangent_iff _ hp]
    intro h
    have h00 := h 0 0 rfl
    simp at h00
  · have h0 : frob (comm (diagR ![0, g]) 1) = 0 := by simp [frob, comm]
    rw [h0]
    refine mul_pos hg (Real.sqrt_pos.2 ?_)
    simp [Fin.sum_univ_two, Matrix.one_apply]

end

end CommutatorErrorEstimator
```

```lean
#print axioms CommutatorErrorEstimator.commutator_error_bounds
#print axioms CommutatorErrorEstimator.frob_le_comm_div_gap
#print axioms CommutatorErrorEstimator.lower_bound_fails_for_identity
```

```
'CommutatorErrorEstimator.commutator_error_bounds' depends on axioms: [propext, Classical.choice, Quot.sound]
'CommutatorErrorEstimator.frob_le_comm_div_gap' depends on axioms: [propext, Classical.choice, Quot.sound]
'CommutatorErrorEstimator.lower_bound_fails_for_identity' depends on axioms: [propext, Classical.choice, Quot.sound]
```

## What the theorems state

The orbitals are the elements of a finite type `n`. Energies and occupations are real vectors `e p : n → ℝ`, and `diagR` turns them into complex diagonal matrices, so $H$ is `diagR e` and $P$ is `diagR p`. The definitions `frob`, `comm` and `IsTangent` are the Frobenius norm, the commutator $HD - DH$ and the condition $PD + DP = D$. The bars in `‖A i j‖` denote the complex modulus of one entry.

The main theorem `commutator_error_bounds` takes `hp` (each occupation is 0 or 1, as for spin orbitals or for a closed-shell density divided by two), `hg` and `hgap` ($g \ge 0$ is a lower bound on occupied–virtual energy differences), `hwid` ($w$ is an upper bound on all differences) and `hD` (tangency), and concludes both inequalities. The numbers $g$ and $w$ are any valid bounds, and the true gap and width give the tightest statement. Because `hgap` uses an absolute value, occupied levels need not lie below virtual ones, so $P$ may describe an excited configuration. The matrix `D` is an arbitrary complex matrix and is not required to be Hermitian. If all orbitals have the same occupation, as with a single orbital, tangency forces $D = 0$ and the inequalities read $0 \le 0 \le 0$.

The upper bound `frob_comm_le` is slightly stronger than the one in the main theorem, since it asks for $|e_i - e_j| \le w$ only on pairs of different occupation, together with $w \ge 0$. The theorem `frob_le_comm_div_gap` is the error estimate for $g > 0$.

The file takes the diagonal form and the equation $PD + DP = D$ as given, so the identity $[H,P+D] = [H,D]$, the neglect of $D^2$, the transfer to another orthonormal basis by unitary invariance of the Frobenius norm, and the comment on purification below are ordinary reasoning around the checked statements. The neglect of $D^2$ matters for interpretation. An exactly idempotent $P + D$ obeys $PD + DP - D = -D^2$, so it is tangent only up to second order, and the theorems give no bound on that remainder. The Hamiltonian is fixed, so the change of a Fock or Kohn–Sham matrix with the density in a self-consistent calculation is not modelled, and neither is an overlap matrix.

## How the proof follows the derivation

The lemma `comm_diagR_apply` is the first step, with `Matrix.diagonal_mul` and `Matrix.mul_diagonal` supplying the row and column scaling. The lemma `isTangent_iff` is the second step. Its `key` is $(PD+DP)_{ij} = (p_i + p_j) D_{ij}$, the forward direction splits on the common occupation and solves $0 = D_{ij}$ or $2D_{ij} = D_{ij}$ with `linear_combination`, and the converse runs through the occupation combinations.

The theorems `gap_mul_frob_le` and `frob_comm_le` are the third step. Each rewrites the modulus of a commutator entry as $|e_i - e_j|\,|D_{ij}|$ and splits on `p i = p j`. Equal occupation kills the entry through `isTangent_iff`, and different occupation multiplies `hgap` or `hwid` by $|D_{ij}| \ge 0$. The main theorem joins them and obtains $w \ge 0$ from `hwid i i`, which reads $|e_i - e_i| \le w$. With no orbitals there is no such $i$, and both sides are zero.

## Moving a factor under the square root

Both bounds pass through `frob_le_of_entries`: if $a, b \ge 0$ and $a|A_{ij}| \le b|B_{ij}|$ for all entries of two matrices $A, B$, then $a\|A\| \le b\|B\|$. The lower bound uses weights $(a,b) = (g, 1)$ and the upper bound $(1, w)$. The proof rests on Mathlib's `Real.sqrt`. The inner statement `scale` shows, for a matrix $M$ and $c \ge 0$,
$$c\,\|M\| = \Big(\sum_{i,j} (c\,|M_{ij}|)^2\Big)^{1/2}.$$
It pulls $c^2$ out of the double sum, splits the root with `Real.sqrt_mul (sq_nonneg c)`, and uses `Real.sqrt_sq hc` for $\sqrt{c^2} = c$, which needs $c \ge 0$ because the root of $c^2$ is $|c|$. Once both sides are roots of sums, `Real.sqrt_le_sqrt` removes the roots by monotonicity, two uses of `Finset.sum_le_sum` reduce to a single entry, and `pow_le_pow_left₀` squares the entrywise inequality, using that its left side is nonnegative. The sign conditions on $g$ and $w$ enter the two bounds through this lemma.

## Two levels: equality, a closed gap and a non-tangent error

Take orbitals $0$ and $1$ with energies $e = (0, g)$ and occupations $p = (1, 0)$, so that gap and width both equal $g$. For $D = \begin{pmatrix} 0 & 1 \\ 1 & 0\end{pmatrix}$ the commutator has entries $[H,D]_{01} = -g$ and $[H,D]_{10} = g$, hence $\|D\| = \sqrt2$ and $\|[H,D]\| = \sqrt2\, g$, a ratio of $g$ per unit error. This $D$ is to be read as a direction. Both norms scale linearly under $D \to \varepsilon D$ with $\varepsilon > 0$, and $P + \varepsilon D$ has eigenvalues $(1 \pm \sqrt{1 + 4\varepsilon^2})/2$, which lie outside $[0,1]$ by about $\varepsilon^2$ for small $\varepsilon$, so it is an admissible density matrix only to first order in $\varepsilon$. The theorem `two_level_witness` states that this $D$ is nonzero and tangent and that $\|[H,D]\| = g\|D\|$ for every $g \ge 0$. It gets the equality from `le_antisymm` applied to the two bounds with $w = g$, so both are attained here. At $g = 0$ the same theorem gives a nonzero tangent error with vanishing commutator norm, which shows that the error estimate needs a positive gap.

Without tangency the lower bound can fail. In the same system with $g > 0$, let $D$ be the identity matrix. Its entry $D_{00} = 1$ joins an orbital to itself, so it is not tangent. It commutes with $H$, so $\|[H,D]\| = 0$ while $g\|D\| = \sqrt2\, g > 0$. The theorem `lower_bound_fails_for_identity` states the failure of tangency and the strict inequality $\|[H,D]\| < g\|D\|$. This example is not a physically admissible density matrix, since $P + D = \mathrm{diag}(2, 1)$ has an occupation above one and the wrong particle number. The same failure occurs, by the same reasoning outside Lean, for $D = \mathrm{diag}(-\varepsilon, \varepsilon)$ with $0 < \varepsilon \le 1$, which keeps the trace and all occupations in $[0,1]$. An error on the diagonal changes occupations and is invisible to the commutator. A purification iterate that is a polynomial in $H$ commutes with $H$ in exact arithmetic however far it is from idempotent, so the commutator says nothing about its occupation error. An idempotency residual detects occupations that differ from 0 and 1, but not integer occupations placed on the wrong orbitals: here $H/g = \mathrm{diag}(0, 1)$ is idempotent, commutes with $H$ and has the same trace as $P$, yet differs from $P$.
